# For finitely many levels with positive weights and a unique lowest one, the ratio C(τ)²/C(2τ) never rises on τ ≥ 0 and tends to the polaron weight

## Can the ratio dip below the weight and climb back?

Take a polaron with only two levels. The imaginary-time Green's function of one electron added to the phonon vacuum is then $C(\tau)=a_g e^{-e_g\tau}+a_1e^{-e_1\tau}$, with positive weights and $e_1>e_g$. With $q=e^{-(e_1-e_g)\tau}$, the usual ground-state exponential cancels from

$$\frac{C(\tau)^2}{C(2\tau)}=\frac{(a_g+a_1q)^2}{a_g+a_1q^2}.$$

The $q$-derivative is $2a_ga_1(a_g+a_1q)(1-q)/(a_g+a_1q^2)^2$, which is non-negative for $0<q\le1$. As $\tau$ grows, $q$ shrinks, and the ratio falls from $a_g+a_1$ to the polaron weight $a_g$.

With many levels, numerator and denominator each contain many decay rates. Could the ratio then undershoot $a_g$ and recover, so that its value at a finite time misleads me about which side the weight is on?

## No: no pair of levels can push the ratio up

For a finite spectrum with non-negative weights and a unique ground level of positive weight, the ratio stays at or above $a_g$ and never rises on $\tau\ge0$.

Write $C(\tau)=\sum_k a_ke^{-e_k\tau}$ and $M(\tau)=\sum_k a_ke_ke^{-e_k\tau}$, so that $C'=-M$. The quotient rule gives the slope of the ratio as

$$-\frac{2C(\tau)}{C(2\tau)^2}\,D,\qquad D=M(\tau)C(2\tau)-C(\tau)M(2\tau).$$

The prefactor is negative because $C>0$, so it remains to show $D\ge0$. With $x_k=e^{-e_k\tau}$, multiplying out gives

$$D=\sum_{j,k}a_ja_k\,x_jx_k^2\,(e_j-e_k).$$

As soon as a second level has positive weight, these terms have both signs, and a term-by-term argument at this point fails. Exchanging $j$ and $k$ and adding the two forms gives

$$2D=\sum_{j,k}a_ja_k\,x_jx_k\,(e_j-e_k)(x_k-x_j).$$

For $\tau\ge0$ the higher level never has the larger $x$, so the last two factors never have opposite signs. Hence $D\ge0$.

For the limit, $e^{e_g\tau}C(\tau)\to a_g$, since every other level lies above $e_g$. The same exponentials cancel between $C(\tau)^2$ and $C(2\tau)$, which leaves $a_g^2/a_g=a_g$.

The distance from the limit can also be bounded. Let $S(\tau)=\sum_{k\ne g}a_ke^{-(e_k-e_g)\tau}$. The ratio is $(a_g+S(\tau))^2/(a_g+S(2\tau))$, and $0\le S(2\tau)\le S(\tau)$ for $\tau\ge0$. Therefore

$$(a_g+S(\tau))^2-a_g\,(a_g+S(2\tau))=a_g\,(2S(\tau)-S(2\tau))+S(\tau)^2\ge0,$$

so the ratio is at least $a_g$. If all other levels lie at least $\Delta\ge0$ above $e_g$ and their total weight is $W$, then $S(\tau)\le We^{-\Delta\tau}$. Since the denominator is at least $a_g$, the ratio is at most $(a_g+We^{-\Delta\tau})^2/a_g$. For $\Delta=0$ this upper bound does not decay. With a single level, $W=0$ and the ratio equals $a_g$ at all times.

### What the Lean statements say about the polaron

The finite type `ι` labels the energy levels in the one-electron sector, at fixed momentum if momentum is conserved. The functions `a` and `e` give their weights and energies, with $\hbar=1$, and `g` is the ground level that textbooks often label 0. `corr` is $C$, `energyMoment` is $M$, `weightEstimator` is the ratio and `excited` is $S$. The sign convention is $C>0$; for a Green's function defined with an overall minus sign, the ratio changes sign too.

The main theorem, `weightEstimator_antitone_tendsto`, has three hypotheses:

- `ha` says that no weight is negative. Physically, $a_k$ is the squared overlap of level $k$ with the bare-electron state.
- `hg` says that the ground level has some bare-electron content.
- `he` says that every other level lies strictly above `e g`. With only `e g ≤ e k`, the limit could be wrong: a second level at the lowest energy with positive weight would add its weight to the limit.

The conclusion is that the estimator is non-increasing on `Set.Ici 0`, the half-line $\tau\ge0$, and tends to `a g`. The weights need not sum to one; at $\tau=0$ the estimator equals their sum. `weightEstimator_bounds` states the two-sided bound, with `Δ` as an assumed lower bound on the gap.

The step left to the physicist is the passage from a finite sum to infinitely many levels. Phonon numbers are unbounded, so even a finite lattice has infinitely many levels unless the phonon number is cut off. In an infinite system, phonon scattering states form a continuum. In simulations that sample $C(\tau)$, the result means that the noise-free ratio at any $\tau\ge0$ is an upper bound on the polaron weight, provided that the spectrum is finite.

```lean
import Mathlib

open Filter Topology

namespace PolaronWeight

noncomputable section

variable {ι : Type*} [Fintype ι]

/-- The imaginary-time Green's function in Lehmann form, with spectral weights `a k` and
energies `e k`. -/
def corr (a e : ι → ℝ) (τ : ℝ) : ℝ := ∑ k, a k * Real.exp (-(e k * τ))

/-- The energy-weighted Lehmann sum. -/
def energyMoment (a e : ι → ℝ) (τ : ℝ) : ℝ := ∑ k, a k * e k * Real.exp (-(e k * τ))

/-- The estimator `C(τ)² / C(2τ)` of the polaron weight, meant for `C(2τ) ≠ 0`. -/
def weightEstimator (a e : ι → ℝ) (τ : ℝ) : ℝ := corr a e τ ^ 2 / corr a e (2 * τ)

/-- The contribution of all levels other than `g`, with energies measured from `e g`. -/
def excited [DecidableEq ι] (a e : ι → ℝ) (g : ι) (τ : ℝ) : ℝ :=
  ∑ k ∈ Finset.univ.erase g, a k * Real.exp (-((e k - e g) * τ))

/-- The Green's function is positive if no weight is negative and one is positive. -/
theorem corr_pos {a : ι → ℝ} (e : ι → ℝ) (ha : ∀ k, 0 ≤ a k) {g : ι} (hg : 0 < a g)
    (τ : ℝ) : 0 < corr a e τ :=
  Finset.sum_pos' (fun k _ => mul_nonneg (ha k) (Real.exp_pos _).le)
    ⟨g, Finset.mem_univ g, mul_pos hg (Real.exp_pos _)⟩

/-- The imaginary-time derivative of the Green's function is minus the energy-weighted sum. -/
theorem hasDerivAt_corr (a e : ι → ℝ) (τ : ℝ) :
    HasDerivAt (corr a e) (-energyMoment a e τ) τ := by
  have h : ∀ k ∈ (Finset.univ : Finset ι), HasDerivAt
      (fun t => a k * Real.exp (-(e k * t))) (-(a k * e k * Real.exp (-(e k * τ)))) τ := by
    intro k _
    have h0 : HasDerivAt (fun t => -(e k * t)) (-(e k)) τ :=
      ((hasDerivAt_id' τ).const_mul (e k)).fun_neg.congr_deriv (by ring)
    exact (h0.exp.const_mul (a k)).congr_deriv (by ring)
  have hs := HasDerivAt.fun_sum h
  rw [Finset.sum_neg_distrib] at hs
  exact hs

/-- The slope of the estimator, wherever `C(2τ)` does not vanish, compares the Green's function
and its energy-weighted sum at the times `τ` and `2τ`. -/
theorem hasDerivAt_weightEstimator (a e : ι → ℝ) (τ : ℝ) (h0 : corr a e (2 * τ) ≠ 0) :
    HasDerivAt (weightEstimator a e) (-(2 * corr a e τ / corr a e (2 * τ) ^ 2) *
      (energyMoment a e τ * corr a e (2 * τ) - corr a e τ * energyMoment a e (2 * τ))) τ := by
  have hsq : HasDerivAt (fun t => corr a e t ^ 2)
      (2 * corr a e τ * (-energyMoment a e τ)) τ :=
    ((hasDerivAt_corr a e τ).fun_pow 2).congr_deriv (by norm_num)
  have hi : HasDerivAt (fun t : ℝ => 2 * t) 2 τ :=
    ((hasDerivAt_id' τ).const_mul 2).congr_deriv (by ring)
  have hc := HasDerivAt.comp τ (hasDerivAt_corr a e (2 * τ)) hi
  have h2 : HasDerivAt (fun t => corr a e (2 * t)) (-energyMoment a e (2 * τ) * 2) τ := hc
  exact (hsq.fun_div h2 h0).congr_deriv (by ring)

/-- With `C` the Green's function and `M` the energy-weighted sum, twice the difference
`M(τ) C(2τ) - C(τ) M(2τ)` is a sum over pairs of levels. -/
theorem two_time_identity (a e : ι → ℝ) (τ : ℝ) :
    2 * (energyMoment a e τ * corr a e (2 * τ) - corr a e τ * energyMoment a e (2 * τ)) =
      ∑ j, ∑ k, a j * a k * (Real.exp (-(e j * τ)) * Real.exp (-(e k * τ))) *
        ((e j - e k) * (Real.exp (-(e k * τ)) - Real.exp (-(e j * τ)))) := by
  have hx : ∀ k, Real.exp (-(e k * (2 * τ))) = Real.exp (-(e k * τ)) ^ 2 := by
    intro k
    rw [← Real.exp_nat_mul]
    congr 1
    push_cast
    ring
  have h1 : energyMoment a e τ * corr a e (2 * τ) - corr a e τ * energyMoment a e (2 * τ) =
      ∑ j, ∑ k, a j * a k * Real.exp (-(e j * τ)) * Real.exp (-(e k * τ)) ^ 2 *
        (e j - e k) := by
    unfold energyMoment corr
    simp only [hx, Finset.sum_mul_sum, ← Finset.sum_sub_distrib]
    exact Finset.sum_congr rfl fun j _ => Finset.sum_congr rfl fun k _ => by ring
  -- exchange the two levels and add
  have h2 := h1.trans Finset.sum_comm
  have h3 := congrArg₂ (· + ·) h1 h2
  simp only [← Finset.sum_add_distrib] at h3
  rw [two_mul, h3]
  exact Finset.sum_congr rfl fun j _ => Finset.sum_congr rfl fun k _ => by ring

/-- At `τ ≥ 0`, the difference of two energies times the oppositely ordered difference of their
exponentials is non-negative. -/
theorem pair_nonneg (u v : ℝ) {τ : ℝ} (hτ : 0 ≤ τ) :
    0 ≤ (u - v) * (Real.exp (-(v * τ)) - Real.exp (-(u * τ))) := by
  rcases le_total u v with h | h
  · have hE := Real.exp_le_exp.2 (neg_le_neg (mul_le_mul_of_nonneg_right h hτ))
    nlinarith [mul_nonneg (sub_nonneg.2 h) (sub_nonneg.2 hE)]
  · have hE := Real.exp_le_exp.2 (neg_le_neg (mul_le_mul_of_nonneg_right h hτ))
    exact mul_nonneg (sub_nonneg.2 h) (sub_nonneg.2 hE)

/-- **Polaron weight from imaginary time.** If no weight is negative, the ground level `g` has
positive weight and all other levels lie above it, then `C(τ)² / C(2τ)` is non-increasing on
`τ ≥ 0` and tends to the ground-state weight `a g` as `τ → ∞`. -/
theorem weightEstimator_antitone_tendsto {a e : ι → ℝ} {g : ι} (ha : ∀ k, 0 ≤ a k)
    (hg : 0 < a g) (he : ∀ k, k ≠ g → e g < e k) :
    AntitoneOn (weightEstimator a e) (Set.Ici 0) ∧
      Tendsto (weightEstimator a e) atTop (𝓝 (a g)) := by
  classical
  have hC := corr_pos e ha hg
  have hd := fun τ => hasDerivAt_weightEstimator a e τ (hC (2 * τ)).ne'
  constructor
  · refine antitoneOn_of_deriv_nonpos (convex_Ici 0)
      (fun τ _ => (hd τ).continuousAt.continuousWithinAt)
      (fun τ _ => (hd τ).differentiableAt.differentiableWithinAt) ?_
    intro τ hτ
    rw [interior_Ici] at hτ
    have hS := two_time_identity a e τ
    have hP : 0 ≤ ∑ j, ∑ k, a j * a k * (Real.exp (-(e j * τ)) * Real.exp (-(e k * τ))) *
        ((e j - e k) * (Real.exp (-(e k * τ)) - Real.exp (-(e j * τ)))) :=
      Finset.sum_nonneg fun j _ => Finset.sum_nonneg fun k _ =>
        mul_nonneg (mul_nonneg (mul_nonneg (ha j) (ha k)) (by positivity))
          (pair_nonneg _ _ (le_of_lt hτ))
    rw [(hd τ).deriv, neg_mul]
    exact neg_nonpos.2 (mul_nonneg
      (div_nonneg (mul_nonneg zero_le_two (hC τ).le) (sq_nonneg _)) (by linarith))
  · -- multiply each Green's function by the inverse of the ground-state exponential
    have hlim : Tendsto (fun τ => Real.exp (e g * τ) * corr a e τ) atTop (𝓝 (a g)) := by
      have h : Tendsto (fun τ => ∑ k, a k * Real.exp (-((e k - e g) * τ))) atTop
          (𝓝 (∑ k, if k = g then a g else 0)) := by
        apply tendsto_finsetSum
        intro k _
        by_cases hk : k = g
        · subst hk
          simp
        · have h1 := (Real.tendsto_exp_neg_atTop_nhds_zero.comp
            (tendsto_id.const_mul_atTop (sub_pos.2 (he k hk)))).const_mul (a k)
          rw [mul_zero] at h1
          rw [if_neg hk]
          exact h1
      rw [Finset.sum_ite_eq' Finset.univ g (fun _ => a g), if_pos (Finset.mem_univ g)] at h
      refine h.congr fun τ => ?_
      unfold corr
      rw [Finset.mul_sum]
      refine Finset.sum_congr rfl fun k _ => ?_
      rw [mul_left_comm, ← Real.exp_add]
      congr 2
      ring
    have h2 := hlim.comp (tendsto_id.const_mul_atTop (two_pos : (0 : ℝ) < 2))
    have h3 := (hlim.pow 2).div h2 hg.ne'
    have h4 : a g ^ 2 / a g = a g := by rw [sq, mul_div_assoc, div_self hg.ne', mul_one]
    rw [h4] at h3
    refine h3.congr fun τ => ?_
    -- the exponentials cancel in the ratio
    change (Real.exp (e g * τ) * corr a e τ) ^ 2 /
      (Real.exp (e g * (2 * τ)) * corr a e (2 * τ)) = corr a e τ ^ 2 / corr a e (2 * τ)
    have hx : Real.exp (e g * (2 * τ)) = Real.exp (e g * τ) ^ 2 := by
      rw [sq, ← Real.exp_add]
      congr 1
      ring
    rw [hx, mul_pow]
    exact mul_div_mul_left _ _ (pow_ne_zero 2 (Real.exp_ne_zero _))

/-- The ground-state exponential drops out of the estimator, which depends only on the
weights and on the energies relative to `e g`. -/
theorem weightEstimator_eq [DecidableEq ι] (a e : ι → ℝ) (g : ι) (τ : ℝ) :
    weightEstimator a e τ = (a g + excited a e g τ) ^ 2 / (a g + excited a e g (2 * τ)) := by
  have hc : ∀ t, corr a e t = Real.exp (-(e g * t)) * (a g + excited a e g t) := by
    intro t
    unfold corr excited
    rw [← Finset.add_sum_erase Finset.univ _ (Finset.mem_univ g), mul_add, Finset.mul_sum]
    congr 1
    · ring
    · refine Finset.sum_congr rfl fun k _ => ?_
      rw [mul_left_comm, ← Real.exp_add]
      congr 2
      ring
  have hx : Real.exp (-(e g * (2 * τ))) = Real.exp (-(e g * τ)) ^ 2 := by
    rw [sq, ← Real.exp_add]
    congr 1
    ring
  unfold weightEstimator
  rw [hc τ, hc (2 * τ), hx, mul_pow]
  exact mul_div_mul_left _ _ (pow_ne_zero 2 (Real.exp_ne_zero _))

/-- For non-negative weights with `a g > 0` and all other levels at least `Δ ≥ 0` above `e g`,
the estimator at `τ ≥ 0` is never below `a g`, and its excess is bounded through the total
excited weight times `exp (-Δ τ)`. -/
theorem weightEstimator_bounds [DecidableEq ι] {a e : ι → ℝ} {g : ι} {Δ τ : ℝ}
    (ha : ∀ k, 0 ≤ a k) (hg : 0 < a g) (hΔ : 0 ≤ Δ) (hgap : ∀ k, k ≠ g → Δ ≤ e k - e g)
    (hτ : 0 ≤ τ) :
    a g ≤ weightEstimator a e τ ∧ weightEstimator a e τ ≤
      (a g + (∑ k ∈ Finset.univ.erase g, a k) * Real.exp (-(Δ * τ))) ^ 2 / a g := by
  have hpos : ∀ t, 0 ≤ excited a e g t := fun t =>
    Finset.sum_nonneg fun k _ => mul_nonneg (ha k) (Real.exp_pos _).le
  have h1 := hpos τ
  have h2 := hpos (2 * τ)
  -- the excited part is no larger at `2τ` than at `τ`, and the gap bounds it at `τ`
  have h21 : excited a e g (2 * τ) ≤ excited a e g τ := by
    refine Finset.sum_le_sum fun k hk => mul_le_mul_of_nonneg_left (Real.exp_le_exp.2 ?_) (ha k)
    have hk' := hΔ.trans (hgap k (Finset.ne_of_mem_erase hk))
    nlinarith [mul_nonneg hk' hτ]
  have hW : excited a e g τ ≤
      (∑ k ∈ Finset.univ.erase g, a k) * Real.exp (-(Δ * τ)) := by
    rw [Finset.sum_mul]
    exact Finset.sum_le_sum fun k hk => mul_le_mul_of_nonneg_left (Real.exp_le_exp.2
      (neg_le_neg (mul_le_mul_of_nonneg_right (hgap k (Finset.ne_of_mem_erase hk)) hτ))) (ha k)
  have hden : 0 < a g + excited a e g (2 * τ) := by linarith
  rw [weightEstimator_eq a e g τ]
  constructor
  · rw [le_div_iff₀ hden]
    nlinarith [mul_nonneg hg.le (sub_nonneg.2 h21), mul_nonneg hg.le h1,
      sq_nonneg (excited a e g τ)]
  · rw [div_le_div_iff₀ hden hg]
    exact mul_le_mul (pow_le_pow_left₀ (by linarith) (by linarith) 2) (by linarith) hg.le
      (sq_nonneg _)

end

end PolaronWeight
```

```lean
#print axioms PolaronWeight.weightEstimator_antitone_tendsto
#print axioms PolaronWeight.weightEstimator_bounds
```

```
'PolaronWeight.weightEstimator_antitone_tendsto' depends on axioms: [propext, Classical.choice, Quot.sound]
'PolaronWeight.weightEstimator_bounds' depends on axioms: [propext, Classical.choice, Quot.sound]
```

### From the pair sum to the checked proof

`corr_pos` supplies $C>0$. `hasDerivAt_corr` differentiates the sum term by term, and `hasDerivAt_weightEstimator` applies the quotient rule, with the chain rule providing the factor 2 from $C(2\tau)$.

`two_time_identity` is the formula for $2D$. Its step `h1` is the unsymmetrised double sum, `Finset.sum_comm` exchanges the levels, and `h3` adds the two versions. `pair_nonneg` fixes the sign of $(e_j-e_k)(x_k-x_j)$ by distinguishing which energy is larger.

In the main theorem, `antitoneOn_of_deriv_nonpos` turns continuity on $\tau\ge0$ and a non-positive slope at $\tau>0$ into monotonicity. For the limit, `hlim` shows that each term of $e^{e_g\tau}C(\tau)$ tends to $a_g$ if $k=g$ and to 0 otherwise. The closing lines cancel the exponentials in the ratio.

`weightEstimator_eq` rewrites the ratio through $S$. In `weightEstimator_bounds`, `h21` is $S(2\tau)\le S(\tau)$ and `hW` is $S(\tau)\le We^{-\Delta\tau}$. Clearing the positive denominators then reduces both bounds to the inequalities derived above.
